# An Ising configuration satisfying every bond exists exactly when every closed walk has a positive product of coupling signs

## Can all the bonds be satisfied at once?

I want to attach each coupling of an Ising model to the bond itself, as one real number $J_{ij}$ per unordered pair of sites, so that $J_{ij}=J_{ji}$ needs no separate assumption. The spins are $\sigma_i=\pm1$ on the sites of a simple graph, and a bond is satisfied when $J_{ij}\sigma_i\sigma_j>0$.

The physical claim is that some configuration satisfies every bond if and only if the product of coupling signs along every closed walk is positive. I can see why a triangle with one negative bond fails, but I would like a rigorous argument for an arbitrary graph, and a machine-checked version of it. Do I have to assume that the graph is finite, or that the couplings are nonzero?

## Positive closed walks suffice, on finite and infinite graphs

Neither assumption is needed. The argument never counts sites, and each side of the equivalence already forces the couplings on edges to be nonzero. A satisfied bond cannot have $J_{ij}=0$. If all closed walks have positive sign product, then so does the walk $i\to j\to i$, whose sign product is $(\operatorname{sign}J_{ij})^2$, and this would vanish for a zero coupling. A pair of sites that does not interact should therefore be left out of the graph.

For a finite classical Ising model with pair couplings only and no field, with energy $E=-\sum_{ij}J_{ij}\sigma_i\sigma_j$ summed over the bonds, the criterion tells a simulator whether the ground state reaches the lower bound $-\sum_{ij}|J_{ij}|$.

### Sign products count broken bonds

For a walk $w$ from $u$ to $v$, let $P(w)$ be the product of $\operatorname{sign}J$ over its steps, with repeated bonds counted each time. A walk of no steps has $P(w)=1$. Joining two walks multiplies their sign products, and reversing a walk changes nothing.

Take nonzero couplings and any spins. Call a bond broken if $J_{ij}\sigma_i\sigma_j<0$, and set $b_{ij}=1$ for a broken bond and $b_{ij}=0$ otherwise. Then $\operatorname{sign}(J_{ij})\,\sigma_i\sigma_j=(-1)^{b_{ij}}$. Multiplying by $\sigma_i\sigma_j$, whose square is 1, gives

$$\operatorname{sign}J_{ij}=(-1)^{b_{ij}}\sigma_i\sigma_j .$$

Now multiply this along the walk. Each intermediate visit contributes its spin twice, once from the step that arrives and once from the step that leaves, so only the end spins remain:

$$P(w)=(-1)^{B(w)}\sigma_u\sigma_v ,$$

where $B(w)$ is the number of steps over broken bonds. On a closed walk $\sigma_u\sigma_v=\sigma_u^2=1$, so $P(w)=(-1)^{B(w)}$. A negative sign product thus means that every configuration breaks an odd number of bonds along the walk, counted with repetition.

If a configuration satisfies every bond, then $B(w)=0$ and $P(w)=\sigma_u\sigma_v$. This equals 1 on every closed walk, which proves one direction.

### Spins read off from root walks

For the other direction, suppose that every closed walk has positive sign product. Choose a root $r$ in each connected component and, for each site $v$ in it, one walk $p_v$ from $r$ to $v$. Define $\sigma_v=P(p_v)$. This is $1$ or $-1$, because it is a product of signs of nonzero numbers.

Let $ij$ be an edge. Its two ends lie in the same component and share the root $r$. Follow $p_i$ from $r$ to $i$, cross the edge to $j$, and return along $p_j$ reversed. This walk is closed, so

$$0<P(p_i)\,\operatorname{sign}(J_{ij})\,P(p_j)=\sigma_i\,\operatorname{sign}(J_{ij})\,\sigma_j .$$

Multiplying by $|J_{ij}|>0$ gives $J_{ij}\sigma_i\sigma_j>0$, so the bond is satisfied.

On a connected graph the solution is unique up to a global flip. If $\sigma$ and $\tau$ both satisfy every bond, then a walk from a fixed site $u$ to $i$ gives $\sigma_u\sigma_i=P(w)=\tau_u\tau_i$. Hence $\tau_i=(\tau_u\sigma_u)\,\sigma_i$, with the same factor $\pm1$ for all $i$.

### A ring of four sites

Take sites 0, 1, 2, 3 in a ring, with $J_{01}=2$, $J_{12}=-0.5$, $J_{23}=1.5$ and $J_{03}=-3$. The signs around the ring multiply to $(+)(-)(+)(-)=+1$. With root 0, walking through 1 and 2 to 3 gives

$$\sigma_0=1,\quad \sigma_1=1,\quad \sigma_2=-1,\quad \sigma_3=-1 .$$

The four values of $J_{ij}\sigma_i\sigma_j$ are $2$, $0.5$, $1.5$ and $3$. All are positive, and the energy is $-7$.

Now change $J_{03}$ to $+3$. The product around the ring becomes $-1$, so every configuration breaks one or three bonds. The spins above break the bond between 0 and 3 and have energy $-1$. It is cheapest to break only the weakest bond, which all spins up achieve, with energy $-(2-0.5+1.5+3)=-6$.

### The equivalence in Lean

```lean
import Mathlib

open SimpleGraph

namespace IsingFrustration

variable {V : Type*} {G : SimpleGraph V}

/-- An Ising configuration: every site carries a spin `1` or `-1`. -/
def IsIsing (σ : V → ℝ) : Prop := ∀ i, σ i = 1 ∨ σ i = -1

/-- Every bond of the graph is satisfied: `J_ij σ_i σ_j > 0` on each edge. -/
def SatisfiesAll (G : SimpleGraph V) (J : Sym2 V → ℝ) (σ : V → ℝ) : Prop :=
  ∀ i j, G.Adj i j → 0 < J s(i, j) * σ i * σ j

/-- The product of the coupling signs along a walk, each bond counted as often as it is
traversed. -/
noncomputable def signProduct (J : Sym2 V → ℝ) {u v : V} (w : G.Walk u v) : ℝ :=
  (w.edges.map (fun e => Real.sign (J e))).prod

/-- The number of steps of a walk that traverse a broken bond, one with `J_ij σ_i σ_j < 0`. -/
noncomputable def brokenBonds (J : Sym2 V → ℝ) (σ : V → ℝ) {u v : V} (w : G.Walk u v) : ℕ :=
  w.darts.countP (fun d => decide (J s(d.fst, d.snd) * σ d.fst * σ d.snd < 0))

/-- The sign product of two walks joined end to end is the product of their sign products. -/
theorem signProduct_append (J : Sym2 V → ℝ) {u v x : V} (p : G.Walk u v) (q : G.Walk v x) :
    signProduct J (p.append q) = signProduct J p * signProduct J q := by
  simp [signProduct, Walk.edges_append]

/-- Traversing a walk backwards leaves its sign product unchanged. -/
theorem signProduct_reverse (J : Sym2 V → ℝ) {u v : V} (p : G.Walk u v) :
    signProduct J p.reverse = signProduct J p := by
  unfold signProduct
  rw [Walk.edges_reverse, List.map_reverse, List.prod_reverse]

/-- The sign of a nonzero coupling is the product of its two spins, with an extra minus sign
if the bond is broken. -/
theorem sign_eq_of_spins {x a b : ℝ} (hx : x ≠ 0) (ha : a = 1 ∨ a = -1)
    (hb : b = 1 ∨ b = -1) :
    Real.sign x = (-1) ^ (if x * a * b < 0 then (1 : ℕ) else 0) * (a * b) := by
  rcases lt_or_gt_of_ne hx with h | h
  · rcases ha with rfl | rfl <;> rcases hb with rfl | rfl <;>
      simp [Real.sign_of_neg h, h, not_lt_of_ge h.le]
  · rcases ha with rfl | rfl <;> rcases hb with rfl | rfl <;>
      simp [Real.sign_of_pos h, h, not_lt_of_ge h.le]

/-- For nonzero couplings and any Ising configuration, the sign product of a walk is `-1` to the
power of the number of its steps over broken bonds, times the product of the two end spins. -/
theorem signProduct_eq_parity {J : Sym2 V → ℝ} {σ : V → ℝ}
    (hJ : ∀ i j, G.Adj i j → J s(i, j) ≠ 0) (hσ : IsIsing σ) {u v : V} (w : G.Walk u v) :
    signProduct J w = (-1) ^ brokenBonds J σ w * (σ u * σ v) := by
  induction w with
  | @nil u => rcases hσ u with h | h <;> simp [signProduct, brokenBonds, h]
  | @cons u v x h p ih =>
    have e1 : signProduct J (Walk.cons h p) = Real.sign (J s(u, v)) * signProduct J p := by
      simp [signProduct]
    have e2 : brokenBonds J σ (Walk.cons h p) =
        brokenBonds J σ p + (if J s(u, v) * σ u * σ v < 0 then (1 : ℕ) else 0) := by
      simp [brokenBonds, List.countP_cons]
    -- the intermediate spin occurs twice and drops out
    have hv : σ v * σ v = 1 := by
      rcases hσ v with h | h <;> rw [h] <;> norm_num
    rw [e1, e2, ih, pow_add, sign_eq_of_spins (hJ u v h) (hσ u) (hσ v)]
    linear_combination ((-1) ^ brokenBonds J σ p *
      (-1) ^ (if J s(u, v) * σ u * σ v < 0 then (1 : ℕ) else 0) * σ u * σ x) * hv

/-- For nonzero couplings, a closed walk has negative sign product exactly when an odd number of its
steps traverse bonds broken by a given Ising configuration. -/
theorem frustrated_iff_odd_broken {J : Sym2 V → ℝ} {σ : V → ℝ}
    (hJ : ∀ i j, G.Adj i j → J s(i, j) ≠ 0) (hσ : IsIsing σ) {u : V} (w : G.Walk u u) :
    signProduct J w < 0 ↔ Odd (brokenBonds J σ w) := by
  have hu : σ u * σ u = 1 := by
    rcases hσ u with h | h <;> rw [h] <;> norm_num
  rw [signProduct_eq_parity hJ hσ w, hu, mul_one]
  rcases Nat.even_or_odd (brokenBonds J σ w) with h | h
  · rw [h.neg_one_pow]
    exact ⟨fun h1 => by norm_num at h1, fun h1 => absurd h (Nat.not_even_iff_odd.mpr h1)⟩
  · rw [h.neg_one_pow]
    exact ⟨fun _ => h, fun _ => by norm_num⟩

/-- If all bonds are satisfied, the sign product of a walk is the product of its end spins. -/
theorem signProduct_of_satisfied {J : Sym2 V → ℝ} {σ : V → ℝ} (hσ : IsIsing σ)
    (h : SatisfiesAll G J σ) {u v : V} (w : G.Walk u v) :
    signProduct J w = σ u * σ v := by
  have hJ : ∀ i j, G.Adj i j → J s(i, j) ≠ 0 := by
    intro i j hij h0
    have h1 := h i j hij
    rw [h0] at h1
    simp at h1
  have hz : brokenBonds J σ w = 0 := by
    unfold brokenBonds
    rw [List.countP_eq_zero]
    intro d _ hd
    exact absurd (of_decide_eq_true hd) (not_lt_of_ge (h d.fst d.snd d.adj).le)
  rw [signProduct_eq_parity hJ hσ w, hz, pow_zero, one_mul]

/-- An Ising configuration satisfying every bond exists if and only if the product of coupling
signs along every closed walk is positive. -/
theorem exists_satisfying_iff (G : SimpleGraph V) (J : Sym2 V → ℝ) :
    (∃ σ : V → ℝ, IsIsing σ ∧ SatisfiesAll G J σ) ↔
      ∀ (u : V) (w : G.Walk u u), 0 < signProduct J w := by
  constructor
  · rintro ⟨σ, hσ, h⟩ u w
    rw [signProduct_of_satisfied hσ h w]
    rcases hσ u with h | h <;> rw [h] <;> norm_num
  · intro hw
    -- going back and forth along an edge shows that its coupling is nonzero
    have hJ : ∀ i j, G.Adj i j → J s(i, j) ≠ 0 := by
      intro i j hij h0
      have h1 := hw i (Walk.cons hij (Walk.cons hij.symm Walk.nil))
      simp [signProduct, h0] at h1
    -- a root in each connected component, and a walk from it to each site
    have hroot : ∀ c : G.ConnectedComponent, ∃ r, G.connectedComponentMk r = c :=
      ConnectedComponent.ind (fun v => ⟨v, rfl⟩)
    choose r hr using hroot
    have hp : ∀ v, Nonempty (G.Walk (r (G.connectedComponentMk v)) v) :=
      fun v => ConnectedComponent.exact (hr _)
    refine ⟨fun v => signProduct J (hp v).some, fun v => ?_, fun i j hij => ?_⟩
    · have h1 := signProduct_eq_parity (σ := fun _ => (1 : ℝ)) hJ (fun _ => Or.inl rfl)
        (hp v).some
      rw [mul_one, mul_one] at h1
      change signProduct J (hp v).some = 1 ∨ signProduct J (hp v).some = -1
      rw [h1]
      exact neg_one_pow_eq_or ℝ _
    · -- the two root walks and the edge close up
      have key : ∀ (a b : V) (_ : a = b) (p : G.Walk a i) (q : G.Walk b j),
          0 < signProduct J p * (Real.sign (J s(i, j)) * signProduct J q) := by
        intro a b hab p q
        subst hab
        have h1 := hw a (p.append (Walk.cons hij q.reverse))
        have h2 : signProduct J (Walk.cons hij q.reverse) =
            Real.sign (J s(i, j)) * signProduct J q.reverse := by
          simp [signProduct]
        rwa [signProduct_append, h2, signProduct_reverse] at h1
      have h3 := key _ _ (congrArg r (ConnectedComponent.sound hij.reachable))
        (hp i).some (hp j).some
      change 0 < J s(i, j) * signProduct J (hp i).some * signProduct J (hp j).some
      rcases lt_or_gt_of_ne (hJ i j hij) with h | h
      · rw [Real.sign_of_neg h] at h3
        nlinarith [mul_pos (neg_pos.mpr h) h3]
      · rw [Real.sign_of_pos h] at h3
        nlinarith [mul_pos h h3]

/-- On a connected graph, two Ising configurations that satisfy every bond are equal or differ
by a global spin flip. -/
theorem satisfying_unique_up_to_flip (hG : G.Connected) {J : Sym2 V → ℝ} {σ τ : V → ℝ}
    (hσ : IsIsing σ) (hτ : IsIsing τ) (h : SatisfiesAll G J σ) (h' : SatisfiesAll G J τ) :
    (∀ i, τ i = σ i) ∨ ∀ i, τ i = -σ i := by
  obtain ⟨u⟩ := hG.nonempty
  have key : ∀ i, σ u * σ i = τ u * τ i := by
    intro i
    obtain ⟨w⟩ := hG.preconnected u i
    rw [← signProduct_of_satisfied hσ h w, signProduct_of_satisfied hτ h' w]
  rcases hσ u with a | a <;> rcases hτ u with b | b <;> rw [a, b] at key
  · exact Or.inl fun i => by linarith [key i]
  · exact Or.inr fun i => by linarith [key i]
  · exact Or.inr fun i => by linarith [key i]
  · exact Or.inl fun i => by linarith [key i]

/-- Couplings on three sites: `-1` on the bond between sites 0 and 1, and `1` on the others. -/
noncomputable def triangleJ (e : Sym2 (Fin 3)) : ℝ := if e = s(0, 1) then -1 else 1

/-- On the triangle with one negative bond, no Ising configuration satisfies every bond. -/
theorem triangle_frustrated :
    ¬ ∃ σ : Fin 3 → ℝ, IsIsing σ ∧ SatisfiesAll (⊤ : SimpleGraph (Fin 3)) triangleJ σ := by
  rintro ⟨σ, hσ, h⟩
  have j01 : triangleJ s(0, 1) = -1 := if_pos rfl
  have j12 : triangleJ s(1, 2) = 1 := if_neg (by decide)
  have j02 : triangleJ s(0, 2) = 1 := if_neg (by decide)
  have h01 := h 0 1 (by simp)
  have h12 := h 1 2 (by simp)
  have h02 := h 0 2 (by simp)
  rw [j01] at h01
  rw [j12] at h12
  rw [j02] at h02
  rcases hσ 0 with a | a <;> rcases hσ 1 with b | b <;> rcases hσ 2 with c | c <;>
    rw [a, b] at h01 <;> rw [b, c] at h12 <;> rw [a, c] at h02 <;> linarith

end IsingFrustration
```

```lean
#print axioms IsingFrustration.frustrated_iff_odd_broken
-- 'IsingFrustration.frustrated_iff_odd_broken' depends on axioms: [propext, Classical.choice, Quot.sound]
#print axioms IsingFrustration.exists_satisfying_iff
-- 'IsingFrustration.exists_satisfying_iff' depends on axioms: [propext, Classical.choice, Quot.sound]
#print axioms IsingFrustration.satisfying_unique_up_to_flip
-- 'IsingFrustration.satisfying_unique_up_to_flip' depends on axioms: [propext, Classical.choice, Quot.sound]
#print axioms IsingFrustration.triangle_frustrated
-- 'IsingFrustration.triangle_frustrated' depends on axioms: [propext, Classical.choice, Quot.sound]
```

The sites form an arbitrary type `V`, and the bonds are the edges of `G : SimpleGraph V`. A coupling function has type `Sym2 V → ℝ`, where `Sym2 V` is the type of unordered pairs and `s(i, j)` is the pair of $i$ and $j$. Only its values on edges matter. A configuration is a real function `σ` with `IsIsing σ`, which says that each value is $1$ or $-1$.

`SatisfiesAll G J σ` is the strict inequality on every edge. In this convention a positive coupling favours equal spins. `signProduct J w` is $P(w)$, taken over the list of edges of the walk, and `brokenBonds J σ w` is $B(w)$.

The main theorem, `exists_satisfying_iff`, reads: for every simple graph and every real coupling function, there is an Ising configuration satisfying all bonds if and only if `signProduct J w` is positive for every site `u` and every closed walk `w` from `u` to `u`. The graph may be infinite, disconnected or without edges. By contrast, `signProduct_eq_parity` and `frustrated_iff_odd_broken` hold for arbitrary spins, so they do assume nonzero couplings on edges, through the hypothesis `hJ`. `satisfying_unique_up_to_flip` assumes that the graph is connected, since otherwise each component could be flipped separately.

The model has no fields, no couplings among three or more spins and no constraint on the total spin, such as a fixed composition would impose if the spins labelled the two species of an alloy. A simple graph also has at most one bond per pair and no bond from a site to itself, so in very small periodic cells, where a site can meet the same neighbour twice or meet its own periodic image, the theorem applies only after parallel couplings are added into one and self-couplings, which merely shift the energy by a constant, are dropped. For parallel bonds it then speaks about the sum: two parallel bonds of opposite sign can never both be satisfied, even when their sum can. The file contains no energy function; the energies quoted above are elementary arithmetic added to it.

### How the proof follows the walks

`signProduct_append` and `signProduct_reverse` are the two rules for joining and reversing walks. `sign_eq_of_spins` is the identity for a single bond, proved by going through both signs of the coupling and all four pairs of spins.

`signProduct_eq_parity` multiplies these identities by induction on the walk. The empty walk needs only $\sigma_u^2=1$. In the other case the walk first steps from `u` to `v` and then continues to `x`. The equations `e1` and `e2` split off the first step from the sign product and from the count of broken bonds. The spin at `v` now appears twice, and `linear_combination` removes it with `hv`, which states $\sigma_v^2=1$.

`frustrated_iff_odd_broken` specialises this to closed walks and separates even from odd counts. `signProduct_of_satisfied` first derives that the couplings are nonzero, then shows that the number of broken bonds is zero, which leaves the product of the end spins.

In `exists_satisfying_iff`, the forward direction applies that lemma to a closed walk. The converse begins with the walk back and forth along an edge, which gives `hJ`. The command `choose r hr` picks a root for each component, `hp` supplies a walk from the root to each site, and `(hp v).some` is the chosen $p_v$. To see that its sign product is $\pm1$, the proof applies the parity formula to the configuration with all spins up, where both end spins are 1 and only a power of $-1$ remains.

The statement `key` is the closed walk through the edge $ij$. It is formulated for two roots `a` and `b` with a proof that they are equal, because Lean sees the roots attached to $i$ and to $j$ as different expressions until adjacency identifies the two components. The final `nlinarith` calls carry out the multiplication by $|J_{ij}|$, separately for negative and positive couplings.

`satisfying_unique_up_to_flip` compares both configurations along a walk from a fixed site, then treats the four possible pairs of spins there. Finally, `triangle_frustrated` takes the complete graph on three sites with $J_{01}=-1$ and the other two couplings equal to 1. It does not use the main theorem: it runs through all eight configurations and finds a violated inequality in each.
